# The overlap form of unit-spaced quadratic B-splines lies between 2/15 and 1 times the squared coefficient norm

An overlap matrix can be entered as a table of numbers or defined by integrals. Here it is defined by integrals over the whole real line, so the numbers 66/120, 26/120 and 1/120 have to be derived. The splines are integer translates of one function, with no repeated knots and no box wall cutting off the outermost ones. Each has integral 1 rather than unit norm, and the constants in the bounds depend on this scaling.

```lean
import Mathlib

open Matrix MeasureTheory

namespace QuadraticBSplineOverlap

noncomputable section
```

## The spline and its overlaps

With $x_+=\max(x,0)$, the spline with knots 0, 1, 2, 3 is

$$B(x)=\tfrac12\left[x_+^2-3(x-1)_+^2+3(x-2)_+^2-(x-3)_+^2\right].$$

```lean
/-- The quadratic B-spline with knots 0, 1, 2, 3, written with truncated powers. -/
def bspline (x : ℝ) : ℝ :=
  ((max x 0) ^ 2 - 3 * (max (x - 1) 0) ^ 2 + 3 * (max (x - 2) 0) ^ 2 - (max (x - 3) 0) ^ 2) / 2
```

The overlap of the splines shifted by $i$ and $j$ is $S_{ij}=\int_{-\infty}^{\infty}B(x-i)\,B(x-j)\,dx$, where $i$ and $j$ are natural numbers.

```lean
/-- The overlap integral of the B-splines shifted by `i` and by `j`. -/
def overlap (i j : ℕ) : ℝ := ∫ x : ℝ, bspline (x - i) * bspline (x - j)
```

For $n$ splines the indices run from 0 to $n-1$, which is the type `Fin n`.

```lean
/-- The overlap matrix of `n` consecutive B-splines. -/
def overlapMatrix (n : ℕ) : Matrix (Fin n) (Fin n) ℝ := Matrix.of fun i j => overlap i j
```

For real coefficients, $c^TSc$ is the squared norm of the function $\sum_i c_iB(x-i)$. Induction on $n$ is easier if the coefficients come from an infinite sequence $a_0,a_1,\dots$, of which only the first $n$ are used:

$$F_n=\sum_{i,j<n}a_iS_{ij}a_j.$$

```lean
/-- The overlap quadratic form of the first `n` coefficients of a sequence. -/
def form (a : ℕ → ℝ) (n : ℕ) : ℝ :=
  ∑ i ∈ Finset.range n, ∑ j ∈ Finset.range n, a i * overlap i j * a j
```

## From three cells to one quartic integral

For $x\le0$ every truncated power vanishes. For $x\ge3$ all four are active, and their sum is $x^2-3(x-1)^2+3(x-2)^2-(x-3)^2=0$.

```lean
/-- The B-spline vanishes outside the interval from 0 to 3. -/
theorem bspline_eq_zero {x : ℝ} (h : x ≤ 0 ∨ 3 ≤ x) : bspline x = 0 := by
  unfold bspline
  rcases h with h | h
  · rw [max_eq_right h, max_eq_right (by linarith : x - 1 ≤ 0),
      max_eq_right (by linarith : x - 2 ≤ 0), max_eq_right (by linarith : x - 3 ≤ 0)]
    ring
  · rw [max_eq_left (by linarith : 0 ≤ x), max_eq_left (by linarith : 0 ≤ x - 1),
      max_eq_left (by linarith : 0 ≤ x - 2), max_eq_left (by linarith : 0 ≤ x - 3)]
    ring
```

On the three cells in between, with $0\le t\le1$,

$$B(t)=\tfrac{t^2}{2},\quad B(t+1)=\tfrac{1+2t-2t^2}{2},\quad B(t+2)=\tfrac{(1-t)^2}{2}.$$

The proof decides the sign inside each `max` and expands.

```lean
/-- The three quadratic pieces of the B-spline, in the local coordinate of each unit cell. -/
theorem bspline_pieces {t : ℝ} (h0 : 0 ≤ t) (h1 : t ≤ 1) :
    bspline t = t ^ 2 / 2 ∧ bspline (t + 1) = (1 + 2 * t - 2 * t ^ 2) / 2 ∧
      bspline (t + 2) = (1 - t) ^ 2 / 2 := by
  unfold bspline
  refine ⟨?_, ?_, ?_⟩
  · rw [max_eq_left h0, max_eq_right (by linarith : t - 1 ≤ 0),
      max_eq_right (by linarith : t - 2 ≤ 0), max_eq_right (by linarith : t - 3 ≤ 0)]
    ring
  · rw [max_eq_left (by linarith : 0 ≤ t + 1), max_eq_left (by linarith : 0 ≤ t + 1 - 1),
      max_eq_right (by linarith : t + 1 - 2 ≤ 0), max_eq_right (by linarith : t + 1 - 3 ≤ 0)]
    ring
  · rw [max_eq_left (by linarith : 0 ≤ t + 2), max_eq_left (by linarith : 0 ≤ t + 2 - 1),
      max_eq_left (by linarith : 0 ≤ t + 2 - 2), max_eq_right (by linarith : t + 2 - 3 ≤ 0)]
    ring
```

Products of these pieces are quartic, and

$$\int_0^1(a+bt+ct^2+dt^3+et^4)\,dt=a+\tfrac b2+\tfrac c3+\tfrac d4+\tfrac e5.$$

Lean differentiates the antiderivative and applies the fundamental theorem of calculus.

```lean
/-- The integral over the unit cell of a function that is a quartic polynomial there. -/
theorem integral_quartic {f : ℝ → ℝ} (a b c d e : ℝ)
    (h : ∀ t, 0 ≤ t → t ≤ 1 → f t = a + b * t + c * t ^ 2 + d * t ^ 3 + e * t ^ 4) :
    ∫ t in (0 : ℝ)..1, f t = a + b / 2 + c / 3 + d / 4 + e / 5 := by
  have hd : ∀ x ∈ Set.uIcc (0 : ℝ) 1, HasDerivAt (fun x : ℝ => a * x + b / 2 * x ^ 2
      + c / 3 * x ^ 3 + d / 4 * x ^ 4 + e / 5 * x ^ 5) (f x) x := by
    intro x hx
    rw [Set.uIcc_of_le zero_le_one] at hx
    have k := (((((hasDerivAt_id' x).const_mul a).fun_add
      ((hasDerivAt_pow 2 x).const_mul (b / 2))).fun_add
      ((hasDerivAt_pow 3 x).const_mul (c / 3))).fun_add
      ((hasDerivAt_pow 4 x).const_mul (d / 4))).fun_add
      ((hasDerivAt_pow 5 x).const_mul (e / 5))
    refine k.congr_deriv ?_
    rw [h x hx.1 hx.2]
    simp only [Nat.cast_ofNat, Nat.reduceSub]
    ring
  have hi : IntervalIntegrable f volume 0 1 := by
    have hc : Continuous fun t : ℝ => a + b * t + c * t ^ 2 + d * t ^ 3 + e * t ^ 4 := by
      fun_prop
    refine (hc.intervalIntegrable 0 1).congr ?_
    intro t ht
    rw [Set.uIoc_of_le zero_le_one] at ht
    exact (h t ht.1.le ht.2).symm
  rw [intervalIntegral.integral_eq_sub_of_hasDerivAt hd hi]
  ring
```

Translating the first spline to the origin leaves an integrand supported in $[0,3]$. Shifting its three cells onto $[0,1]$ gives

$$S_{i,i+d}=\int_0^1\sum_{k=0}^{2}B(t+k)\,B(t+k-d)\,dt.$$

```lean
/-- The overlap at index distance `d` is an integral over one unit cell, summed over the
three pieces of the first spline. -/
theorem overlap_eq_cells (i d : ℕ) :
    overlap i (i + d) = ∫ t in (0 : ℝ)..1, (bspline t * bspline (t - d)
      + bspline (t + 1) * bspline (t + 1 - d) + bspline (t + 2) * bspline (t + 2 - d)) := by
  have hB : Continuous bspline := by
    unfold bspline
    fun_prop
  obtain ⟨f, hfd⟩ : ∃ f : ℝ → ℝ, f = fun x => bspline x * bspline (x - d) := ⟨_, rfl⟩
  have hf : Continuous f := by
    rw [hfd]
    exact hB.mul (hB.comp (continuous_id.sub continuous_const))
  -- translate the first spline to the origin
  have hshift : overlap i (i + d) = ∫ x, f x := by
    refine Eq.trans ?_ (integral_sub_right_eq_self f (i : ℝ))
    refine integral_congr_ae (Filter.Eventually.of_forall fun x => ?_)
    simp only [hfd, Nat.cast_add, sub_sub]
  have hsupp : Function.support f ⊆ Set.Ioc 0 3 := by
    intro x hx
    have hx' : f x ≠ 0 := hx
    constructor
    · by_contra h
      exact hx' (by simp [hfd, bspline_eq_zero (Or.inl (not_lt.mp h))])
    · by_contra h
      exact hx' (by simp [hfd, bspline_eq_zero (Or.inr (not_le.mp h).le)])
  have hi : ∀ a b, IntervalIntegrable f volume a b := fun a b => hf.intervalIntegrable a b
  have g1 : Continuous fun t => f (t + 1) := hf.comp (continuous_id.add continuous_const)
  have g2 : Continuous fun t => f (t + 2) := hf.comp (continuous_id.add continuous_const)
  have i01 : IntervalIntegrable (fun t => f t + f (t + 1)) volume 0 1 :=
    (hf.add g1).intervalIntegrable 0 1
  have s1 : ∫ t in (0 : ℝ)..1, f (t + 1) = ∫ t in (1 : ℝ)..2, f t := by
    rw [intervalIntegral.integral_comp_add_right]
    norm_num
  have s2 : ∫ t in (0 : ℝ)..1, f (t + 2) = ∫ t in (2 : ℝ)..3, f t := by
    rw [intervalIntegral.integral_comp_add_right]
    norm_num
  -- fold the three cells onto one
  have key : ∫ t in (0 : ℝ)..1, (f t + f (t + 1) + f (t + 2)) = ∫ t in (0 : ℝ)..3, f t := by
    rw [intervalIntegral.integral_add i01 (g2.intervalIntegrable 0 1),
      intervalIntegral.integral_add (hi 0 1) (g1.intervalIntegrable 0 1), s1, s2,
      intervalIntegral.integral_add_adjacent_intervals (hi 0 1) (hi 1 2),
      intervalIntegral.integral_add_adjacent_intervals (hi 0 2) (hi 2 3)]
  rw [hshift, ← intervalIntegral.integral_eq_integral_of_support_subset hsupp, ← key]
  simp only [hfd]
```

The integrands for $d=0,1,2$ are

$$\tfrac12+\tfrac32t^2-3t^3+\tfrac32t^4,\qquad \tfrac14-t^2+2t^3-t^4,\qquad \tfrac14t^2-\tfrac12t^3+\tfrac14t^4,$$

with integrals $66/120$, $26/120$ and $1/120$. From distance 3 on, the supports share at most an endpoint and the product is zero. Symmetry follows by exchanging the factors.

In a code, three-point Gauss–Legendre quadrature on each cell reproduces these entries up to rounding, since it is exact through degree five. The splines are not normalised: dividing by $S_{ii}=11/20$ gives normalised overlaps $13/33$ and $1/66$ at distances 1 and 2.

```lean
/-- The overlaps are 66/120, 26/120, 1/120 at index distance 0, 1, 2 and zero beyond, and
they are symmetric. -/
theorem overlap_values (i : ℕ) :
    overlap i i = 66 / 120 ∧ overlap i (i + 1) = 26 / 120 ∧ overlap i (i + 2) = 1 / 120 ∧
      (∀ j, i + 3 ≤ j → overlap i j = 0) ∧ ∀ j, overlap j i = overlap i j := by
  refine ⟨?_, ?_, ?_, ?_, ?_⟩
  · have h := (overlap_eq_cells i 0).trans (integral_quartic (1 / 2) 0 (3 / 2) (-3) (3 / 2) (by
      intro t h0 h1
      obtain ⟨p, q, r⟩ := bspline_pieces h0 h1
      simp only [Nat.cast_zero, sub_zero, p, q, r]
      ring))
    exact h.trans (by norm_num)
  · have h := (overlap_eq_cells i 1).trans (integral_quartic (1 / 4) 0 (-1) 2 (-1) (by
      intro t h0 h1
      obtain ⟨p, q, r⟩ := bspline_pieces h0 h1
      have z : bspline (t - 1) = 0 := bspline_eq_zero (Or.inl (by linarith))
      simp only [Nat.cast_one, z, add_sub_cancel_right, show t + 2 - 1 = t + 1 by ring, p, q, r]
      ring))
    exact h.trans (by norm_num)
  · have h := (overlap_eq_cells i 2).trans (integral_quartic 0 0 (1 / 4) (-1 / 2) (1 / 4) (by
      intro t h0 h1
      obtain ⟨p, q, r⟩ := bspline_pieces h0 h1
      have z : bspline (t - 2) = 0 := bspline_eq_zero (Or.inl (by linarith))
      have z' : bspline (t + 1 - 2) = 0 := bspline_eq_zero (Or.inl (by linarith))
      simp only [Nat.cast_ofNat, z, z', add_sub_cancel_right, p, q, r]
      ring))
    exact h.trans (by norm_num)
  · intro j hj
    have hc : (i : ℝ) + 3 ≤ j := by exact_mod_cast hj
    have hz : ∀ x : ℝ, bspline (x - i) * bspline (x - j) = 0 := by
      intro x
      rcases le_total 3 (x - i) with h | h
      · rw [bspline_eq_zero (Or.inr h), zero_mul]
      · rw [bspline_eq_zero (x := x - j) (Or.inl (by linarith)), mul_zero]
    simp only [overlap, hz, integral_zero]
  · intro j
    exact integral_congr_ae (Filter.Eventually.of_forall fun x => mul_comm _ _)
```

## Adding one spline at a time

Two splines give $120F_2=66a_0^2+66a_1^2+52a_0a_1$. A further spline overlaps only with itself and its two predecessors. Write $x_0=a_m$, $x_1=a_{m+1}$, $y=a_{m+2}$; then

$$120F_{m+3}=120F_{m+2}+66y^2+52yx_1+2yx_0.$$

Lean splits off the last row and column of the double sum and removes the vanishing overlaps.

```lean
/-- The quadratic form for two splines, and its change when one more spline is added. -/
theorem form_recursion (a : ℕ → ℝ) :
    form a 2 = (66 * a 0 ^ 2 + 66 * a 1 ^ 2 + 52 * a 0 * a 1) / 120 ∧
    ∀ m, form a (m + 3) = form a (m + 2)
      + (66 * a (m + 2) ^ 2 + 52 * a (m + 2) * a (m + 1) + 2 * a (m + 2) * a m) / 120 := by
  constructor
  · have h01 : overlap 0 1 = 26 / 120 := (overlap_values 0).2.1
    have h10 : overlap 1 0 = 26 / 120 := ((overlap_values 0).2.2.2.2 1).trans h01
    simp only [form, Finset.sum_range_succ, Finset.sum_range_zero, (overlap_values 0).1,
      (overlap_values 1).1, h01, h10]
    ring
  · intro m
    have split : ∀ n, form a (n + 1) = form a n + ∑ i ∈ Finset.range n, a i * overlap i n * a n
        + ∑ j ∈ Finset.range n, a n * overlap n j * a j + a n * overlap n n * a n := by
      intro n
      simp only [form, Finset.sum_range_succ, Finset.sum_add_distrib]
      ring
    -- only the two preceding splines overlap with the new one
    have col : ∑ i ∈ Finset.range (m + 2), a i * overlap i (m + 2) * a (m + 2)
        = (26 * a (m + 1) + a m) * a (m + 2) / 120 := by
      have h1 : overlap (m + 1) (m + 2) = 26 / 120 := (overlap_values (m + 1)).2.1
      have hz : ∑ i ∈ Finset.range m, a i * overlap i (m + 2) * a (m + 2) = 0 := by
        refine Finset.sum_eq_zero fun i hi => ?_
        have hi' := Finset.mem_range.mp hi
        rw [(overlap_values i).2.2.2.1 (m + 2) (by omega)]
        ring
      rw [Finset.sum_range_succ, Finset.sum_range_succ, hz, h1, (overlap_values m).2.2.1]
      ring
    have row : ∑ j ∈ Finset.range (m + 2), a (m + 2) * overlap (m + 2) j * a j
        = (26 * a (m + 1) + a m) * a (m + 2) / 120 := by
      rw [← col]
      refine Finset.sum_congr rfl fun j _ => ?_
      rw [(overlap_values j).2.2.2.2 (m + 2)]
      ring
    have e : form a (m + 3) = _ := split (m + 2)
    rw [e, col, row, (overlap_values (m + 2)).1]
    ring
```

The bare bounds do not carry through the induction, because the cross terms can have either sign. Boundary terms absorb them. With $N_n=\sum_{i<n}a_i^2$, the strengthened bounds are

$$16N_{m+2}+23x_1^2+(x_0+2x_1)^2\le120F_{m+2},$$
$$120F_{m+2}+27x_1^2+x_0^2\le120N_{m+2}.$$

In the step from $m$ to $m+1$, the slack grows by

$$(x_0+2x_1+y)^2+22(x_1+y)^2\quad\text{and}\quad 26(x_1-y)^2+(x_0-y)^2$$

respectively. For $m=0$ the slacks are $22(a_0+a_1)^2+(2a_0+a_1)^2+23a_0^2$ and $26(a_0-a_1)^2+27a_0^2+a_1^2$. The tactic `nlinarith` receives the squares and finds their weights.

```lean
/-- Lower and upper bounds on the quadratic form, with boundary terms in the last two
coefficients. -/
theorem form_bounds (a : ℕ → ℝ) (m : ℕ) :
    16 * ∑ i ∈ Finset.range (m + 2), a i ^ 2 + 23 * a (m + 1) ^ 2 + (a m + 2 * a (m + 1)) ^ 2
      ≤ 120 * form a (m + 2) ∧
    120 * form a (m + 2) + 27 * a (m + 1) ^ 2 + a m ^ 2
      ≤ 120 * ∑ i ∈ Finset.range (m + 2), a i ^ 2 := by
  induction m with
  | zero =>
    simp only [zero_add, (form_recursion a).1, Finset.sum_range_succ, Finset.sum_range_zero]
    constructor
    · nlinarith [sq_nonneg (a 0 + a 1), sq_nonneg (2 * a 0 + a 1), sq_nonneg (a 0)]
    · nlinarith [sq_nonneg (a 0 - a 1), sq_nonneg (a 0), sq_nonneg (a 1)]
  | succ m ih =>
    obtain ⟨lo, hi⟩ := ih
    have e := (form_recursion a).2 m
    have s : ∑ i ∈ Finset.range (m + 3), a i ^ 2
        = ∑ i ∈ Finset.range (m + 2), a i ^ 2 + a (m + 2) ^ 2 := Finset.sum_range_succ _ _
    change 16 * ∑ i ∈ Finset.range (m + 3), a i ^ 2 + 23 * a (m + 2) ^ 2
        + (a (m + 1) + 2 * a (m + 2)) ^ 2 ≤ 120 * form a (m + 3) ∧
      120 * form a (m + 3) + 27 * a (m + 2) ^ 2 + a (m + 1) ^ 2
        ≤ 120 * ∑ i ∈ Finset.range (m + 3), a i ^ 2
    rw [e, s]
    constructor
    · nlinarith [sq_nonneg (a m + 2 * a (m + 1) + a (m + 2)), sq_nonneg (a (m + 1) + a (m + 2))]
    · nlinarith [sq_nonneg (a (m + 1) - a (m + 2)), sq_nonneg (a m - a (m + 2))]
```

## The bounds for the matrix

The matrix expression $c^TSc$, written with `⬝ᵥ` and `*ᵥ`, is the same double sum.

```lean
/-- The matrix expression for the quadratic form agrees with the double sum. -/
theorem dotProduct_overlapMatrix (a : ℕ → ℝ) (n : ℕ) :
    (fun i : Fin n => a i) ⬝ᵥ overlapMatrix n *ᵥ (fun i : Fin n => a i) = form a n := by
  simp only [form, Finset.sum_range, dotProduct, Matrix.mulVec, Finset.mul_sum, overlapMatrix,
    Matrix.of_apply, mul_assoc]
```

Any finite $c$ extends by zero to a sequence. Dropping the non-negative boundary terms and dividing by 120 gives, for $n\ge2$,

$$\tfrac{2}{15}\,c^Tc\le c^TSc\le c^Tc.$$

For $n=0$ everything is zero, and for $n=1$ the form is $\tfrac{11}{20}c_0^2$. With normalised splines the constants become $8/33$ and $20/11$.

```lean
/-- For any number of quadratic B-splines and any real coefficients, the overlap quadratic
form lies between 2/15 and 1 times the squared norm of the coefficients. -/
theorem overlap_bounds (n : ℕ) (c : Fin n → ℝ) :
    2 / 15 * (c ⬝ᵥ c) ≤ c ⬝ᵥ overlapMatrix n *ᵥ c ∧ c ⬝ᵥ overlapMatrix n *ᵥ c ≤ c ⬝ᵥ c := by
  -- continue the coefficients by zero to a sequence
  obtain ⟨a, rfl⟩ : ∃ a : ℕ → ℝ, c = fun i : Fin n => a i :=
    ⟨fun k => if h : k < n then c ⟨k, h⟩ else 0, by ext i; simp⟩
  have hn : (fun i : Fin n => a i) ⬝ᵥ (fun i : Fin n => a i)
      = ∑ i ∈ Finset.range n, a i ^ 2 := by
    simp only [dotProduct, Finset.sum_range, pow_two]
  rw [dotProduct_overlapMatrix, hn]
  match n with
  | 0 => simp [form]
  | 1 =>
    simp only [form, Finset.sum_range_one, (overlap_values 0).1]
    constructor <;> nlinarith [sq_nonneg (a 0)]
  | m + 2 =>
    obtain ⟨lo, hi⟩ := form_bounds a m
    constructor
    · nlinarith [sq_nonneg (a (m + 1)), sq_nonneg (a m + 2 * a (m + 1))]
    · nlinarith [sq_nonneg (a (m + 1)), sq_nonneg (a m)]
```

For a generalised eigenproblem $Hc=ESc$ in this uniform, finite, one-dimensional basis, the bounds keep the condition number of $S$ at or below $15/2$ however many splines are added. Since $S$ is symmetric, a code can store it as three diagonals and use a banded Cholesky factorisation. Grid spacing $h$ multiplies $S$ by $h$ and leaves the condition number unchanged; repeated end knots change the boundary entries and need their own estimate.

## No better constants for all sizes

For $n\ge2$, alternating coefficients $a_k=(-1)^k$ give $F_n=\tfrac{2n}{15}+\tfrac25$, and constant coefficients $a_k=1$ give $F_n=n-\tfrac7{15}$. Both have squared norm $n$, so the normalised values are

$$\frac{F_n}{n}=\frac2{15}+\frac{2}{5n}\quad\text{and}\quad\frac{F_n}{n}=1-\frac{7}{15n}.$$

A lower constant $\alpha>2/15$ or an upper constant $\beta<1$ therefore fails once $n$ is large enough. Lean proves both formulas by the recursion and obtains such an $n$ from the fact that some natural number exceeds any given real number. At a fixed $n$ the constants may be sharper.

```lean
/-- Constants that bound the quadratic form for every number of splines are no better than
2/15 from below and 1 from above. -/
theorem overlap_bounds_optimal (α β : ℝ)
    (h : ∀ (n : ℕ) (c : Fin n → ℝ), α * (c ⬝ᵥ c) ≤ c ⬝ᵥ overlapMatrix n *ᵥ c ∧
      c ⬝ᵥ overlapMatrix n *ᵥ c ≤ β * (c ⬝ᵥ c)) : α ≤ 2 / 15 ∧ 1 ≤ β := by
  constructor
  · -- alternating coefficients
    have alt : ∀ m : ℕ, form (fun k => (-1 : ℝ) ^ k) (m + 2) = 2 / 15 * ((m : ℝ) + 2) + 2 / 5 := by
      intro m
      induction m with
      | zero =>
        change form _ 2 = _
        rw [(form_recursion _).1]
        norm_num
      | succ m ih =>
        have hs : ((-1 : ℝ) ^ m) ^ 2 = 1 := by
          rw [← pow_mul, mul_comm, pow_mul]
          norm_num
        have p1 : (-1 : ℝ) ^ (m + 1) = -(-1) ^ m := by rw [pow_succ]; ring
        have p2 : (-1 : ℝ) ^ (m + 2) = (-1) ^ m := by rw [pow_add]; norm_num
        change form _ (m + 3) = _
        rw [(form_recursion _).2 m, ih]
        simp only [p1, p2]
        push_cast
        linear_combination (2 / 15) * hs
    by_contra hlt
    have hpos : 0 < α - 2 / 15 := by linarith [not_le.mp hlt]
    obtain ⟨m, hm⟩ := exists_nat_gt (2 / 5 / (α - 2 / 15))
    rw [div_lt_iff₀ hpos] at hm
    have hn : (fun i : Fin (m + 2) => (-1 : ℝ) ^ (i : ℕ)) ⬝ᵥ
        (fun i : Fin (m + 2) => (-1 : ℝ) ^ (i : ℕ)) = (m : ℝ) + 2 := by
      simp [dotProduct, ← mul_pow]
    have k := (h (m + 2) (fun i => (-1 : ℝ) ^ (i : ℕ))).1
    rw [hn, dotProduct_overlapMatrix (fun k => (-1 : ℝ) ^ k), alt] at k
    nlinarith
  · -- constant coefficients
    have one : ∀ m : ℕ, form (fun _ => (1 : ℝ)) (m + 2) = (m : ℝ) + 2 - 7 / 15 := by
      intro m
      induction m with
      | zero =>
        change form _ 2 = _
        rw [(form_recursion _).1]
        norm_num
      | succ m ih =>
        change form _ (m + 3) = _
        rw [(form_recursion _).2 m, ih]
        push_cast
        ring
    by_contra hlt
    have hpos : 0 < 1 - β := by linarith [not_le.mp hlt]
    obtain ⟨m, hm⟩ := exists_nat_gt (7 / 15 / (1 - β))
    rw [div_lt_iff₀ hpos] at hm
    have hn : (fun _ : Fin (m + 2) => (1 : ℝ)) ⬝ᵥ (fun _ : Fin (m + 2) => (1 : ℝ))
        = (m : ℝ) + 2 := by
      simp [dotProduct]
    have k := (h (m + 2) (fun _ => (1 : ℝ))).2
    rw [hn, dotProduct_overlapMatrix (fun _ => (1 : ℝ)), one] at k
    nlinarith

end

end QuadraticBSplineOverlap
```

```lean
#print axioms QuadraticBSplineOverlap.overlap_bounds
#print axioms QuadraticBSplineOverlap.overlap_bounds_optimal
```

```
'QuadraticBSplineOverlap.overlap_bounds' depends on axioms: [propext, Classical.choice, Quot.sound]
'QuadraticBSplineOverlap.overlap_bounds_optimal' depends on axioms: [propext, Classical.choice, Quot.sound]
```
